# For a fixed list of SP2 steps, every final occupation in [0,1] comes from exactly one initial occupation in [0,1]

## Can a purified occupation be traced back to where it started?

Suppose I treat an SP2 purification as a fixed finite list of steps, each either $x\mapsto x^2$ or $x\mapsto 2x-x^2$, and leave aside how the steps were chosen. Given a final occupation $y\in[0,1]$, I believe that exactly one initial occupation $x\in[0,1]$ leads to it. I should be able to find it by going through the list backwards, taking $\sqrt t$ for each squaring and $1-\sqrt{1-t}$ for each $2t-t^2$ step. I would like to see this made rigorous and machine-checked, together with its consequence for orbital energies, since the purification itself acts on a matrix and not on a number.

## Undoing the steps in reverse order

With the list fixed, the claim is about a composition of invertible maps of $[0,1]$, and it holds for every list, including the empty one.

Write $f_s$ for a step of kind $s$ and $g_s$ for its backward branch:

- for a squaring, $f_s(x)=x^2$ and $g_s(t)=\sqrt t$;
- for the other kind, $f_s(x)=2x-x^2$ and $g_s(t)=1-\sqrt{1-t}$.

**One step.** Let $x,t\in[0,1]$. For a squaring, $x^2$ and $\sqrt t$ lie in $[0,1]$, $(\sqrt t)^2=t$, and $\sqrt{x^2}=x$ because $x\ge 0$. For the other kind, the useful identity is
$$1-(2x-x^2)=(1-x)^2,$$
which says that the hole occupation $1-x$ is squared. Hence $f_s(x)\in[0,1]$, and
$$g_s(f_s(x))=1-\sqrt{(1-x)^2}=1-(1-x)=x,$$
because $1-x\ge 0$. Conversely, $\sqrt{1-t}\in[0,1]$, so $g_s(t)\in[0,1]$, and
$$1-f_s(g_s(t))=(1-g_s(t))^2=1-t,$$
so $f_s(g_s(t))=t$.

**The whole list.** For a list $\ell$, let $F_\ell$ be the purification and $G_\ell$ the backward recovery. Both are the identity for the empty list. If $s$ is placed in front of $\ell$, then
$$F_{s\ell}(x)=F_\ell(f_s(x)),\qquad G_{s\ell}(y)=g_s(G_\ell(y)).$$
Assume that $G_\ell$ maps $[0,1]$ into itself and that $F_\ell$ and $G_\ell$ undo each other there. Then $G_{s\ell}$ also maps $[0,1]$ into itself, and
$$F_{s\ell}(G_{s\ell}(y))=F_\ell(f_s(g_s(G_\ell(y))))=F_\ell(G_\ell(y))=y,$$
$$G_{s\ell}(F_{s\ell}(x))=g_s(G_\ell(F_\ell(f_s(x))))=g_s(f_s(x))=x.$$
By induction, both laws hold for every list. The first gives existence, with $x=G_\ell(y)$. The second gives uniqueness: if $x\in[0,1]$ and $F_\ell(x)=y$, then $x=G_\ell(y)$.

For example, take a squaring followed by a $2t-t^2$ step, and $y=3/4$. Going backwards gives $1-\sqrt{1/4}=1/2$ and then $x=1/\sqrt2$. Going forwards gives $1/2$ and then $1-1/4=3/4$.

The interval matters for uniqueness. If the first step is a squaring, $x$ and $-x$ end at the same value; if it is $2t-t^2$, $x$ and $2-x$ do.

**From occupations to orbital energies.** If $Av=xv$, then $A^2v=x^2v$ and $(2A-A^2)v=(2x-x^2)v$. Step by step, the eigenvector is kept and its eigenvalue follows the scalar recursion. SP2 starts from $(b-H)/(b-a)$, where $a<b$ are spectral bounds. An orbital with $Hv=\varepsilon v$ and $a\le\varepsilon\le b$ therefore starts with occupation
$$x=\frac{b-\varepsilon}{b-a}\in[0,1].$$
If the purified matrix has eigenvalue $y$ on the same non-zero $v$, then $F_\ell(x)=y$, so $x=G_\ell(y)$ and
$$\varepsilon=b-(b-a)\,G_\ell(y).$$

### What the Lean statements say

A `Step` is `square` or `expand`. The function `step` is defined over an arbitrary ring, so a single definition covers real occupations and complex matrices; `run` is $F_\ell$, with the head of the list applied first. The functions `back` and `recover` are $g_s$ and $G_\ell$, and act on real numbers only. `Icc (0 : ℝ) 1` is the closed interval $[0,1]$.

The main theorem, `existsUnique_initial_occupation`, takes any list `l` and any `y` in that interval. It states that exactly one real `x` satisfies both `x ∈ Icc (0 : ℝ) 1` and `run l x = y`, and that `recover l y` has these two properties.

In `energy_recovery`, `H` is a complex matrix over a finite index type, `*ᵥ` is the matrix–vector product, and `initial a b H` is the rescaled starting matrix. The hypotheses are $a<b$, $\varepsilon\in[a,b]$, a non-zero `v`, and the two eigenvalue equations. The vector need not be normalised, and `H` need not be Hermitian. Only the energy of the orbital in question has to lie within the bounds, which a calculation would normally secure by bounding the whole spectrum.

The theorems take the list as given, so they do not address the rule that selects the steps or convergence to a projector. They concern exact arithmetic, without rounding or discarded small matrix elements, and an ordinary eigenvalue problem, which corresponds to an orthonormal basis.

```lean
import Mathlib

open Matrix Set

namespace SP2BackwardRecovery

noncomputable section

/-- The two kinds of SP2 purification step. -/
inductive Step
  | square
  | expand

/-- The action of one SP2 step, `x ↦ x²` or `x ↦ 2x - x²`, on a number or a matrix. -/
def step {R : Type*} [Ring R] : Step → R → R
  | .square, x => x * x
  | .expand, x => x + x - x * x

/-- The purification: the steps of the list are applied from first to last. -/
def run {R : Type*} [Ring R] : List Step → R → R
  | [], x => x
  | s :: l, x => run l (step s x)

/-- The backward branch of one step: `√t` for a squaring, `1 - √(1 - t)` for `2t - t²`. -/
def back : Step → ℝ → ℝ
  | .square, t => √t
  | .expand, t => 1 - √(1 - t)

/-- Backward recovery: the backward branches are applied from the last step to the first. -/
def recover : List Step → ℝ → ℝ
  | [], y => y
  | s :: l, y => back s (recover l y)

/-- The backward branch of a step sends an occupation in `[0,1]` to an occupation in `[0,1]`
that the step maps back to it. -/
theorem step_back (s : Step) {t : ℝ} (ht : t ∈ Icc (0 : ℝ) 1) :
    back s t ∈ Icc (0 : ℝ) 1 ∧ step s (back s t) = t := by
  obtain ⟨h0, h1⟩ := ht
  cases s with
  | square =>
    simp only [back, step]
    exact ⟨⟨Real.sqrt_nonneg t, Real.sqrt_le_iff.mpr ⟨zero_le_one, by linarith⟩⟩,
      Real.mul_self_sqrt h0⟩
  | expand =>
    simp only [back, step]
    have hn : 0 ≤ √(1 - t) := Real.sqrt_nonneg _
    have hle : √(1 - t) ≤ 1 := Real.sqrt_le_iff.mpr ⟨zero_le_one, by linarith⟩
    have hs : √(1 - t) * √(1 - t) = 1 - t := Real.mul_self_sqrt (by linarith)
    exact ⟨⟨by linarith, by linarith⟩, by linear_combination -hs⟩

/-- A step sends an occupation in `[0,1]` to an occupation in `[0,1]`, from which the backward
branch returns the original one. -/
theorem back_step (s : Step) {x : ℝ} (hx : x ∈ Icc (0 : ℝ) 1) :
    step s x ∈ Icc (0 : ℝ) 1 ∧ back s (step s x) = x := by
  obtain ⟨h0, h1⟩ := hx
  cases s with
  | square =>
    simp only [back, step]
    exact ⟨⟨by nlinarith, by nlinarith⟩, Real.sqrt_mul_self h0⟩
  | expand =>
    simp only [back, step]
    -- the hole occupation `1 - x` is what gets squared
    have hs : 1 - (x + x - x * x) = (1 - x) * (1 - x) := by ring
    refine ⟨⟨by nlinarith, by nlinarith⟩, ?_⟩
    rw [hs, Real.sqrt_mul_self (by linarith)]
    ring

/-- Backward recovery undoes the whole purification of an initial occupation in `[0,1]`. -/
theorem recover_run (l : List Step) {x : ℝ} (hx : x ∈ Icc (0 : ℝ) 1) :
    recover l (run l x) = x := by
  induction l generalizing x with
  | nil => rfl
  | cons s l ih =>
    simp only [run, recover]
    rw [ih (back_step s hx).1, (back_step s hx).2]

/-- For every list of SP2 steps and every final occupation `y` in `[0,1]`, exactly one initial
occupation in `[0,1]` is purified to `y`, and backward recovery yields it. -/
theorem existsUnique_initial_occupation (l : List Step) {y : ℝ} (hy : y ∈ Icc (0 : ℝ) 1) :
    (∃! x : ℝ, x ∈ Icc (0 : ℝ) 1 ∧ run l x = y) ∧
      recover l y ∈ Icc (0 : ℝ) 1 ∧ run l (recover l y) = y := by
  -- existence: the recovered value is admissible and is mapped to `y`
  have key : recover l y ∈ Icc (0 : ℝ) 1 ∧ run l (recover l y) = y := by
    induction l with
    | nil => exact ⟨hy, rfl⟩
    | cons s l ih =>
      simp only [run, recover]
      refine ⟨(step_back s ih.1).1, ?_⟩
      rw [(step_back s ih.1).2]
      exact ih.2
  -- uniqueness: recovery applied to the final value of any solution returns that solution
  refine ⟨⟨recover l y, key, ?_⟩, key⟩
  rintro x ⟨hx, hxy⟩
  rw [← hxy, recover_run l hx]

/-- If the first step is a squaring, `x` and `-x` have the same final value; if it is
`2t - t²`, `x` and `2 - x` have the same final value. -/
theorem run_mirror (l : List Step) (x : ℝ) :
    run (.square :: l) (-x) = run (.square :: l) x ∧
      run (.expand :: l) (2 - x) = run (.expand :: l) x := by
  have h1 : step .square (-x) = step .square x := by
    simp only [step]
    ring
  have h2 : step .expand (2 - x) = step .expand x := by
    simp only [step]
    ring
  exact ⟨by simp only [run, h1], by simp only [run, h2]⟩

variable {n : Type*} [Fintype n] [DecidableEq n]

/-- An eigenvector of a matrix with real eigenvalue `x` is an eigenvector of the purified
matrix, with the purified value of `x` as eigenvalue. -/
theorem run_mulVec (l : List Step) {A : Matrix n n ℂ} {v : n → ℂ} {x : ℝ}
    (h : A *ᵥ v = (x : ℂ) • v) : run l A *ᵥ v = ((run l x : ℝ) : ℂ) • v := by
  induction l generalizing A x with
  | nil => exact h
  | cons s l ih =>
    simp only [run]
    apply ih
    have h2 : (A * A) *ᵥ v = ((x : ℂ) * (x : ℂ)) • v := by
      rw [← Matrix.mulVec_mulVec, h, Matrix.mulVec_smul, h, smul_smul]
    cases s with
    | square =>
      simp only [step]
      rw [h2]
      push_cast
      rfl
    | expand =>
      simp only [step]
      rw [Matrix.sub_mulVec, Matrix.add_mulVec, h2, h]
      push_cast
      module

/-- The SP2 starting matrix `(b - H) / (b - a)` for a Hamiltonian `H` and spectral bounds
`a` and `b`. -/
def initial (a b : ℝ) (H : Matrix n n ℂ) : Matrix n n ℂ :=
  (((b - a)⁻¹ : ℝ) : ℂ) • ((b : ℂ) • (1 : Matrix n n ℂ) - H)

/-- If an orbital `v` of `H` has energy `ε` within the bounds `a < b`, and the purified matrix
has eigenvalue `y` on `v`, then `ε` equals `b - (b - a) x` with `x` recovered backward
from `y`. -/
theorem energy_recovery (l : List Step) {a b ε y : ℝ} (hab : a < b) (hε : ε ∈ Icc a b)
    {H : Matrix n n ℂ} {v : n → ℂ} (hv : v ≠ 0) (hH : H *ᵥ v = (ε : ℂ) • v)
    (hy : run l (initial a b H) *ᵥ v = (y : ℂ) • v) :
    ε = b - (b - a) * recover l y := by
  have hpos : 0 < b - a := sub_pos.mpr hab
  -- the initial occupation of the orbital
  have h0 : initial a b H *ᵥ v = (((b - a)⁻¹ * (b - ε) : ℝ) : ℂ) • v := by
    simp only [initial, Matrix.smul_mulVec, Matrix.sub_mulVec, Matrix.one_mulVec, hH]
    push_cast
    module
  have hx : (b - a)⁻¹ * (b - ε) ∈ Icc (0 : ℝ) 1 := by
    refine ⟨mul_nonneg (inv_nonneg.mpr hpos.le) (sub_nonneg.mpr hε.2), ?_⟩
    rw [inv_mul_le_iff₀ hpos]
    linarith [hε.1]
  -- the two expressions for the final eigenvalue agree because `v` is non-zero
  have hc := smul_left_injective ℂ hv ((run_mulVec l h0).symm.trans hy)
  have hr : run l ((b - a)⁻¹ * (b - ε)) = y := Complex.ofReal_injective hc
  rw [← hr, recover_run l hx, mul_inv_cancel_left₀ hpos.ne']
  ring

end

end SP2BackwardRecovery
```

```lean
#print axioms SP2BackwardRecovery.existsUnique_initial_occupation
#print axioms SP2BackwardRecovery.run_mirror
#print axioms SP2BackwardRecovery.energy_recovery
```

```
'SP2BackwardRecovery.existsUnique_initial_occupation' depends on axioms: [propext, Classical.choice, Quot.sound]
'SP2BackwardRecovery.run_mirror' depends on axioms: [propext, Classical.choice, Quot.sound]
'SP2BackwardRecovery.energy_recovery' depends on axioms: [propext, Classical.choice, Quot.sound]
```

### How the proof follows the derivation

`step_back` and `back_step` are the one-step facts, proved by cases on the kind of step. The first shows that `back s t` stays in the interval and that the step returns it to `t`; the second shows the same with the two maps exchanged. `Real.mul_self_sqrt` supplies $(\sqrt t)^2=t$, and `Real.sqrt_mul_self` supplies $\sqrt{x^2}=x$ for $x\ge0$. In the `expand` case of `back_step`, the equation `hs` is the hole identity, and `nlinarith` settles the quadratic bounds.

`recover_run` is the law $G_\ell(F_\ell(x))=x$. The induction is `generalizing x` because the tail of the list acts on `step s x`, not on the original occupation. `back_step` shows that this new value is still in $[0,1]$, which lets the induction hypothesis apply, and then undoes the first step.

In the main theorem, `key` is the existence half, by induction on the list: the tail gives an admissible `recover l y`, and `step_back` carries it back through one more step. For uniqueness, take any admissible `x` with `run l x = y`: then `recover l y` is `recover l (run l x)`, which `recover_run` rewrites to `x`.

`run_mirror` checks that the two mirrored starting values agree after the first step, so the remaining steps cannot separate them. `run_mulVec` carries the eigenvalue equation through the list; its auxiliary equation `h2` is $A^2v=x^2v$.

`energy_recovery` first computes the initial eigenvalue (`h0`) and places it in $[0,1]$ (`hx`). The purified matrix then has two expressions for its eigenvalue on `v`, and `smul_left_injective` equates them because `v` is non-zero. Applying `recover_run` and solving for $\varepsilon$ finishes the proof.

### The step in an SP2 code

An SP2 code forms $X^2$ from the current matrix $X$ and then keeps either $X^2$ or $2X-X^2$, typically choosing the one that brings the trace towards the number of occupied orbitals. Either choice costs one matrix multiplication. If the choices are stored in `steps`, backward recovery is a scalar loop:

```python
for s in reversed(steps):
    y = sqrt(y) if s == "square" else 1 - sqrt(1 - y)
```

For a finite one-particle Hamiltonian in exact arithmetic, this links an eigenvalue of the purified density matrix to the energy of the same orbital. In floating point the link weakens as purification proceeds: the slope of $\sqrt t$ diverges at $t=0$ and that of $1-\sqrt{1-t}$ at $t=1$, so small errors in nearly converged occupations can be strongly amplified.
